# Positive optimal atomic populations are unique exactly when the fixed shapes are linearly independent

## Same fitted density, different charges

I accept a fit of a molecular density by fixed atomic shapes only if every atom gets a strictly positive population. Two runs from different starting points reached the same value of the functional and the same fitted density, yet the atomic charges differ. Did one run fail to converge, or are the charges themselves undefined?

## Redundant shapes leave charges undefined

Requiring strictly positive populations means that a minimiser may fail to exist, because the best fit may push a population to zero. I therefore assume that you have a positive minimiser. Both runs can then be fully converged: for the logarithmic functional $F$ defined below, the fitted density is unique, but the charges are unique only if the shapes are linearly independent.

Let $\rho(x)>0$ be the density on a finite grid, with positive quadrature weights absorbed into both the density and the shapes. Let the shapes satisfy $g_k(x)>0$ and $\sum_x g_k(x)=1$, so that each carries one electron. For populations $N_k$ define
$$p_N(x)=\sum_k N_k g_k(x),\qquad F(N)=\sum_k N_k-\sum_x\rho(x)\ln p_N(x).$$
Optimal means positive and minimising $F$ among all positive populations. With no atoms there is only one, empty, set of populations, so take at least one atom; then $p_N>0$ for positive $N$.

**The density is unique.** Let $M$ and $N$ be optimal and $P=(M+N)/2$, so $p_P=(p_M+p_N)/2$. For positive $a\neq b$,
$$\left(\tfrac{a+b}{2}\right)^2-ab=\tfrac{(a-b)^2}{4}>0,$$
hence $\ln a+\ln b<2\ln\frac{a+b}{2}$. If $p_M$ and $p_N$ differed at some grid point, weighting by $\rho$ and summing would give $2F(P)<F(M)+F(N)$. But optimality gives $F(M)\le F(P)$ and $F(N)\le F(P)$, a contradiction.

**The density decides optimality.** Normalisation gives $\sum_x p_N(x)=\sum_k N_k$, so $F$ depends on $N$ only through $p_N$. Positive populations with the optimal density are therefore optimal too.

**Linear relations move the charges.** Suppose $\sum_k c_k g_k=0$. Put $S=\sum_j|c_j|/N_j$ and $\varepsilon=1/(1+S)$. Since $SN_k\ge|c_k|$,
$$N_k+\varepsilon c_k=\varepsilon\,[(1+S)N_k+c_k]>0.$$
The shifted populations have the same density, so they are optimal. If all optima agree on atom $k$, then $c_k=0$. Conversely, the difference $M-N$ of two optima is itself a linear relation; if every relation has zero coefficient on $g_k$, then $M_k=N_k$. Requiring this for every atom is linear independence.

**An example.** If $\rho=p_N$ for positive $N$, then $N$ is optimal: $\ln t\le t-1$ with $t=p_M/p_N$ gives
$$F(M)-F(N)=\sum_x\left[p_M-p_N-p_N\ln\frac{p_M}{p_N}\right]\ge0.$$
Take $g_0=(\frac12,\frac12)$, $g_1=(\frac14,\frac34)$ and $g_2=(\frac34,\frac14)$, so $2g_0=g_1+g_2$. Populations $(1,1,1)$ and $(2,\frac12,\frac12)$ both reproduce $\rho=(\frac32,\frac32)$, and both are optimal.

In the Lean file, `κ` is the finite set of atoms and `ι` the grid; `promolecule` is $p_N$, `functional` is $F$, and `IsOptimal` is optimality as above. The main theorem, `optimal_unique_iff_linearIndependent`, takes positivity of $\rho$ and $g$, normalisation, and an optimal `N` (`hN`). It states that every optimal `M` equals `N` if and only if `LinearIndependent ℝ g`, with the shapes regarded as vectors of grid values. Existence of `N` is assumed; minimisers with zero populations and shapes that vary during the fit are left aside.

The proof uses `log_midpoint_lt` inside `optimal_density_unique`, where `Finset.sum_lt_sum` needs strict inequality at only one grid point. Together with `sum_promolecule`, this yields `optimal_iff_same_density`, and `exists_small_shift` supplies $\varepsilon$. `atom_population_determined_iff` combines these into the criterion for a single atom, which the main theorem applies to every atom. `optimal_of_exact_fit` proves the exact-fit statement, and `redundant_shapes_witness` checks the example.

For population analysis with fixed shapes on a finite grid, a converged density is thus no evidence that the charges are determined. Test the shapes for linear relations: an atom whose shape enters none of them keeps a well-defined population even when others do not.

```lean
import Mathlib

open Finset

namespace AtomicPopulations

noncomputable section

variable {ι κ : Type*} [Fintype ι] [Fintype κ]

/-- The promolecule density at grid point `x`: the sum of the atomic shapes `g k`,
weighted by the populations `N k`. -/
def promolecule (g : κ → ι → ℝ) (N : κ → ℝ) (x : ι) : ℝ := ∑ k, N k * g k x

/-- The functional `∑ N_k - ∑ ρ ln (∑ N_k g_k)` of the populations, meant for positive
promolecule densities. -/
def functional (ρ : ι → ℝ) (g : κ → ι → ℝ) (N : κ → ℝ) : ℝ :=
  ∑ k, N k - ∑ x, ρ x * Real.log (promolecule g N x)

/-- The populations `N` are positive and minimise the functional among all positive
populations. -/
def IsOptimal (ρ : ι → ℝ) (g : κ → ι → ℝ) (N : κ → ℝ) : Prop :=
  (∀ k, 0 < N k) ∧ ∀ M : κ → ℝ, (∀ k, 0 < M k) → functional ρ g N ≤ functional ρ g M

omit [Fintype ι] in
/-- With at least one atom, positive shapes and positive populations give a positive
promolecule density. -/
theorem promolecule_pos [Nonempty κ] {g : κ → ι → ℝ} {N : κ → ℝ}
    (hg : ∀ k x, 0 < g k x) (hN : ∀ k, 0 < N k) (x : ι) : 0 < promolecule g N x :=
  Finset.sum_pos (fun k _ => mul_pos (hN k) (hg k x)) Finset.univ_nonempty

/-- For normalised shapes the promolecule density sums to the total population. -/
theorem sum_promolecule {g : κ → ι → ℝ} (hg1 : ∀ k, ∑ x, g k x = 1) (N : κ → ℝ) :
    ∑ x, promolecule g N x = ∑ k, N k := by
  simp only [promolecule]
  rw [Finset.sum_comm]
  simp only [← Finset.mul_sum, hg1, mul_one]

/-- The logarithm of the mean of two different positive numbers exceeds the mean of their
logarithms. -/
theorem log_midpoint_lt {a b : ℝ} (ha : 0 < a) (hb : 0 < b) (h : a ≠ b) :
    Real.log a + Real.log b < 2 * Real.log ((a + b) / 2) := by
  have h0 : 0 < (a - b) ^ 2 := by
    have := sub_ne_zero.mpr h
    positivity
  have h1 : a * b < ((a + b) / 2) ^ 2 := by nlinarith
  have h2 := Real.log_lt_log (mul_pos ha hb) h1
  rw [Real.log_mul ha.ne' hb.ne', Real.log_pow] at h2
  push_cast at h2
  linarith

/-- For a positive density and positive shapes, any two optimal sets of populations give the
same promolecule density. -/
theorem optimal_density_unique {ρ : ι → ℝ} {g : κ → ι → ℝ} {M N : κ → ℝ}
    (hρ : ∀ x, 0 < ρ x) (hg : ∀ k x, 0 < g k x)
    (hM : IsOptimal ρ g M) (hN : IsOptimal ρ g N) : promolecule g M = promolecule g N := by
  rcases isEmpty_or_nonempty κ with h | h
  · rw [Subsingleton.elim M N]
  · by_contra hne
    obtain ⟨y, hy⟩ := Function.ne_iff.mp hne
    -- the averaged populations would do better than both optima
    have hP : ∀ k, 0 < (M k + N k) / 2 := fun k => by
      have h1 := hM.1 k
      have h2 := hN.1 k
      linarith
    have dP : ∀ x, promolecule g (fun k => (M k + N k) / 2) x
        = (promolecule g M x + promolecule g N x) / 2 := by
      intro x
      simp only [promolecule]
      rw [← Finset.sum_add_distrib, Finset.sum_div]
      exact Finset.sum_congr rfl fun k _ => by ring
    have sP : ∑ k, (M k + N k) / 2 = (∑ k, M k + ∑ k, N k) / 2 := by
      rw [← Finset.sum_add_distrib, Finset.sum_div]
    have strict : ∀ x, promolecule g M x ≠ promolecule g N x →
        ρ x * Real.log (promolecule g M x) + ρ x * Real.log (promolecule g N x)
          < 2 * (ρ x * Real.log ((promolecule g M x + promolecule g N x) / 2)) := by
      intro x hx
      have h3 := mul_lt_mul_of_pos_left (log_midpoint_lt (promolecule_pos hg hM.1 x)
        (promolecule_pos hg hN.1 x) hx) (hρ x)
      linarith
    have key : ∑ x, (ρ x * Real.log (promolecule g M x) + ρ x * Real.log (promolecule g N x))
        < ∑ x, 2 * (ρ x * Real.log ((promolecule g M x + promolecule g N x) / 2)) := by
      apply Finset.sum_lt_sum
      · intro x _
        by_cases e : promolecule g M x = promolecule g N x
        · rw [e, add_self_div_two]
          linarith
        · exact (strict x e).le
      · exact ⟨y, Finset.mem_univ y, strict y hy⟩
    rw [Finset.sum_add_distrib, ← Finset.mul_sum] at key
    have h1 := hM.2 _ hP
    have h2 := hN.2 _ hP
    simp only [functional, dP, sP] at h1 h2
    linarith

/-- Let `N` be optimal for a positive density and positive normalised shapes. Then positive
populations `M` are optimal exactly when they give the same promolecule density as `N`. -/
theorem optimal_iff_same_density {ρ : ι → ℝ} {g : κ → ι → ℝ} {M N : κ → ℝ}
    (hρ : ∀ x, 0 < ρ x) (hg : ∀ k x, 0 < g k x) (hg1 : ∀ k, ∑ x, g k x = 1)
    (hN : IsOptimal ρ g N) (hM : ∀ k, 0 < M k) :
    IsOptimal ρ g M ↔ promolecule g M = promolecule g N := by
  refine ⟨fun h => optimal_density_unique hρ hg h hN, fun h => ⟨hM, fun P hP => ?_⟩⟩
  have e : functional ρ g M = functional ρ g N := by
    simp only [functional]
    rw [← sum_promolecule hg1 M, ← sum_promolecule hg1 N, h]
  rw [e]
  exact hN.2 P hP

/-- Positive populations stay positive under a sufficiently small shift in any direction. -/
theorem exists_small_shift {N : κ → ℝ} (hN : ∀ k, 0 < N k) (c : κ → ℝ) :
    ∃ ε : ℝ, 0 < ε ∧ ∀ k, 0 < N k + ε * c k := by
  have hS : 0 ≤ ∑ j, |c j| / N j :=
    Finset.sum_nonneg fun j _ => div_nonneg (abs_nonneg _) (hN j).le
  have hpos : 0 < 1 + ∑ j, |c j| / N j := by linarith
  refine ⟨1 / (1 + ∑ j, |c j| / N j), by positivity, fun k => ?_⟩
  have h1 : |c k| / N k ≤ ∑ j, |c j| / N j :=
    Finset.single_le_sum (f := fun j => |c j| / N j)
      (fun j _ => div_nonneg (abs_nonneg _) (hN j).le) (Finset.mem_univ k)
  rw [div_le_iff₀ (hN k)] at h1
  have h2 := neg_abs_le (c k)
  have h3 := hN k
  have e : N k + 1 / (1 + ∑ j, |c j| / N j) * c k
      = ((1 + ∑ j, |c j| / N j) * N k + c k) / (1 + ∑ j, |c j| / N j) := by
    rw [add_div, mul_div_cancel_left₀ _ hpos.ne']
    ring
  rw [e]
  exact div_pos (by linarith) hpos

/-- Let `N` be optimal for a positive density and positive normalised shapes. All optimal
populations agree on atom `k` exactly when every linear relation among the shapes has zero
coefficient on the shape of atom `k`. -/
theorem atom_population_determined_iff {ρ : ι → ℝ} {g : κ → ι → ℝ} {N : κ → ℝ}
    (hρ : ∀ x, 0 < ρ x) (hg : ∀ k x, 0 < g k x) (hg1 : ∀ k, ∑ x, g k x = 1)
    (hN : IsOptimal ρ g N) (k : κ) :
    (∀ M, IsOptimal ρ g M → M k = N k) ↔ ∀ c : κ → ℝ, promolecule g c = 0 → c k = 0 := by
  constructor
  · intro h c hc
    -- move along the linear relation: the density does not change
    obtain ⟨ε, hε, hpos⟩ := exists_small_shift hN.1 c
    have hM : IsOptimal ρ g (fun j => N j + ε * c j) := by
      refine (optimal_iff_same_density hρ hg hg1 hN hpos).2 ?_
      funext x
      have hx := congrFun hc x
      simp only [promolecule, Pi.zero_apply] at hx
      simp only [promolecule, add_mul, Finset.sum_add_distrib, mul_assoc, ← Finset.mul_sum]
      rw [hx, mul_zero, add_zero]
    have e : N k + ε * c k = N k := h _ hM
    have e' : ε * c k = 0 := by linarith
    exact (mul_eq_zero.mp e').resolve_left hε.ne'
  · intro h M hM
    -- the difference of two optima is a linear relation
    have hd : promolecule g (fun j => M j - N j) = 0 := by
      funext x
      have hx := congrFun (optimal_density_unique hρ hg hM hN) x
      simp only [promolecule] at hx
      simp only [promolecule, sub_mul, Finset.sum_sub_distrib, Pi.zero_apply]
      linarith
    exact sub_eq_zero.mp (h _ hd)

/-- Let `N` be optimal for a positive density and positive normalised shapes. Then `N` is the
only optimal set of populations exactly when the shapes are linearly independent. -/
theorem optimal_unique_iff_linearIndependent {ρ : ι → ℝ} {g : κ → ι → ℝ} {N : κ → ℝ}
    (hρ : ∀ x, 0 < ρ x) (hg : ∀ k x, 0 < g k x) (hg1 : ∀ k, ∑ x, g k x = 1)
    (hN : IsOptimal ρ g N) :
    (∀ M, IsOptimal ρ g M → M = N) ↔ LinearIndependent ℝ g := by
  have e : ∀ c : κ → ℝ, ∑ i, c i • g i = promolecule g c := by
    intro c
    funext x
    simp [promolecule, Finset.sum_apply]
  rw [Fintype.linearIndependent_iff]
  simp only [e]
  constructor
  · intro h c hc k
    exact (atom_population_determined_iff hρ hg hg1 hN k).1 (fun M hM => by rw [h M hM]) c hc
  · intro h M hM
    funext k
    exact (atom_population_determined_iff hρ hg hg1 hN k).2 (fun c hc => h c hc k) M hM

/-- For positive normalised shapes, positive populations are optimal for the density that they
reproduce exactly. -/
theorem optimal_of_exact_fit {g : κ → ι → ℝ} {N : κ → ℝ} (hg : ∀ k x, 0 < g k x)
    (hg1 : ∀ k, ∑ x, g k x = 1) (hN : ∀ k, 0 < N k) : IsOptimal (promolecule g N) g N := by
  refine ⟨hN, fun M hM => ?_⟩
  rcases isEmpty_or_nonempty κ with h | h
  · exact le_of_eq (by rw [Subsingleton.elim M N])
  · -- pointwise use of ln t ≤ t - 1
    have key : ∀ x, promolecule g N x * Real.log (promolecule g M x)
        - promolecule g N x * Real.log (promolecule g N x)
        ≤ promolecule g M x - promolecule g N x := by
      intro x
      have a := promolecule_pos hg hM x
      have b := promolecule_pos hg hN x
      have hb := b.ne'
      have h1 := Real.log_le_sub_one_of_pos (div_pos a b)
      rw [Real.log_div a.ne' hb] at h1
      have h2 := mul_le_mul_of_nonneg_left h1 b.le
      have e : promolecule g N x * (promolecule g M x / promolecule g N x - 1)
          = promolecule g M x - promolecule g N x := by
        field_simp
      rw [e, mul_sub] at h2
      exact h2
    have s := Finset.sum_le_sum fun x (_ : x ∈ Finset.univ) => key x
    simp only [Finset.sum_sub_distrib, sum_promolecule hg1] at s
    simp only [functional]
    linarith

/-- Three atomic shapes on a grid of two points. -/
def threeShapes : Fin 3 → Fin 2 → ℝ := ![![1/2, 1/2], ![1/4, 3/4], ![3/4, 1/4]]

/-- The three shapes are positive and normalised, and for the density `3/2` at both grid points
the populations `(1, 1, 1)` and `(2, 1/2, 1/2)` are both optimal. -/
theorem redundant_shapes_witness :
    (∀ k x, 0 < threeShapes k x) ∧ (∀ k, ∑ x, threeShapes k x = 1) ∧
    IsOptimal ![3/2, 3/2] threeShapes ![1, 1, 1] ∧
    IsOptimal ![3/2, 3/2] threeShapes ![2, 1/2, 1/2] := by
  have hg : ∀ k x, 0 < threeShapes k x := by
    intro k x
    fin_cases k <;> fin_cases x <;> norm_num [threeShapes]
  have hg1 : ∀ k, ∑ x, threeShapes k x = 1 := by
    intro k
    fin_cases k <;> norm_num [threeShapes, Fin.sum_univ_two]
  have h1 : promolecule threeShapes ![1, 1, 1] = ![3/2, 3/2] := by
    funext x
    fin_cases x <;> simp [promolecule, threeShapes, Fin.sum_univ_three] <;> norm_num
  have h2 : promolecule threeShapes ![2, 1/2, 1/2] = ![3/2, 3/2] := by
    funext x
    fin_cases x <;> simp [promolecule, threeShapes, Fin.sum_univ_three] <;> norm_num
  have o1 := optimal_of_exact_fit (N := ![1, 1, 1]) hg hg1
    (by intro k; fin_cases k <;> norm_num)
  have o2 := optimal_of_exact_fit (N := ![2, 1/2, 1/2]) hg hg1
    (by intro k; fin_cases k <;> norm_num)
  rw [h1] at o1
  rw [h2] at o2
  exact ⟨hg, hg1, o1, o2⟩

end

end AtomicPopulations
```

```lean
#print axioms AtomicPopulations.optimal_unique_iff_linearIndependent
```

```
'AtomicPopulations.optimal_unique_iff_linearIndependent' depends on axioms: [propext, Classical.choice, Quot.sound]
```
